# Constrained ensemble search is additive for two non-interacting fragments with separate constraints

Let two fragments A and B, each with finitely many levels, have Hermitian energy operators $W_A$ and $W_B$. Suppose that the reduced states $\rho_A$ and $\rho_B$ of a joint state $\rho$ must satisfy real-linear constraints $L_A(\rho_A)=x$ and $L_B(\rho_B)=y$, and that each constraint can be met by some density matrix of its fragment. Then

$$\min_{\rho}\,\mathrm{Tr}\,\rho\,(W_A\otimes 1+1\otimes W_B)=F_A(x)+F_B(y),$$

where $F_A(x)$ is the minimum of $\mathrm{Tr}(\alpha W_A)$ over density matrices $\alpha$ of A with $L_A(\alpha)=x$, and $F_B(y)$ is defined likewise. The search on the left does not exclude entangled states, and they don't lower the minimum.

Additivity of this kind is called size consistency. In density-matrix functional theory the ensemble search fixes the one-particle density matrix of the whole system, including the block between the fragments. The version proved here fixes only quantities of the separate fragments, which are finite-dimensional and do not interact.

## States, constraints and energies

```lean
import Mathlib

open Matrix
open scoped Kronecker ComplexOrder

namespace EnsembleSearchSizeConsistency

noncomputable section

variable {m n V V' : Type*} [Fintype m] [Fintype n]
  [NormedAddCommGroup V] [NormedSpace ℝ V] [NormedAddCommGroup V'] [NormedSpace ℝ V']
```

The finite types `m` and `n` label the basis levels of A and B. The constraint values live in real normed spaces `V` and `V'`. A value can be a single number, a list of occupations or a whole matrix.

```lean
/-- A density matrix: positive semidefinite with unit trace. -/
def IsDensity (ρ : Matrix m m ℂ) : Prop := ρ.PosSemidef ∧ ρ.trace = 1
```

A density matrix is positive semidefinite with trace one. In Mathlib `PosSemidef` includes Hermiticity. Pure and mixed states are both allowed, which is what makes this an ensemble search.

```lean
/-- The reduced matrix of fragment A: the partial trace over fragment B. -/
def redA (ρ : Matrix (m × n) (m × n) ℂ) : Matrix m m ℂ :=
  ∑ k : n, ρ.submatrix (fun i => (i, k)) (fun i => (i, k))
```

A joint state has row and column labels that are pairs. The partial trace over B is

$$(\rho_A)_{ij}=\sum_k \rho_{(i,k),(j,k)}.$$

The code writes it as a sum of submatrices, one for each level $k$ of B.

```lean
/-- The reduced matrix of fragment B: the partial trace over fragment A. -/
def redB (ρ : Matrix (m × n) (m × n) ℂ) : Matrix n n ℂ :=
  ∑ i : m, ρ.submatrix (fun k => (i, k)) (fun k => (i, k))
```

Similarly, $(\rho_B)_{kl}=\sum_i \rho_{(i,k),(i,l)}$.

```lean
/-- The energy of the state `ρ` for the operator `W`: the real part of `Tr (ρ W)`. -/
def energy (W ρ : Matrix m m ℂ) : ℝ := (ρ * W).trace.re
```

The energy is the real number $E_W(\rho)=\mathrm{Re}\,\mathrm{Tr}(\rho W)$. Taking the real part gives Lean a real quantity to minimise, whether or not $W$ is Hermitian.

```lean
/-- The density matrices of one fragment that meet the constraint `L ρ = x`. -/
def feasible (L : Matrix m m ℂ →ₗ[ℝ] V) (x : V) : Set (Matrix m m ℂ) :=
  {ρ | IsDensity ρ ∧ L ρ = x}
```

This is the set of competitors for one fragment. The arrow `→ₗ[ℝ]` denotes a real-linear map, so $L$ may be an expectation value $\mathrm{Re}\,\mathrm{Tr}(\rho O)$ for some operator $O$, or a map from a many-electron state to its one-particle density matrix.

```lean
/-- The bipartite density matrices whose reduced matrices meet the two fragment constraints. -/
def dimerFeasible (LA : Matrix m m ℂ →ₗ[ℝ] V) (LB : Matrix n n ℂ →ₗ[ℝ] V') (x : V) (y : V') :
    Set (Matrix (m × n) (m × n) ℂ) :=
  {ρ | IsDensity ρ ∧ LA (redA ρ) = x ∧ LB (redB ρ) = y}
```

The joint competitors are all density matrices on the product space whose reduced matrices meet the two constraints. Nothing requires them to be products. Only fragment quantities are fixed: a condition on coherences between the fragments, such as the inter-fragment block of a one-particle density matrix, does not have this form.

```lean
/-- The ensemble-search functional: the infimum of the energy over the density matrices
with `L ρ = x`, for feasible `x`. -/
def search (L : Matrix m m ℂ →ₗ[ℝ] V) (W : Matrix m m ℂ) (x : V) : ℝ :=
  sInf (energy W '' feasible L x)
```

`energy W '' feasible L x` is the set of energies reached by the competitors, and `search` is its infimum. For an infeasible $x$ that set is empty and Lean's `sInf` returns zero, a value without physical meaning.

```lean
/-- For Hermitian `W` and Hermitian `ρ` the trace `Tr (ρ W)` is real and equals the energy. -/
theorem energy_eq_trace {W ρ : Matrix m m ℂ} (hW : W.IsHermitian) (hρ : ρ.IsHermitian) :
    (energy W ρ : ℂ) = (ρ * W).trace := by
  apply Complex.conj_eq_iff_re.mp
  change star (ρ * W).trace = _
  rw [← Matrix.trace_conjTranspose, Matrix.conjTranspose_mul, hW.eq, hρ.eq,
    Matrix.trace_mul_comm]
```

For Hermitian $W$ and $\rho$ nothing is lost by taking the real part, since

$$\overline{\mathrm{Tr}(\rho W)}=\mathrm{Tr}\big((\rho W)^\dagger\big)=\mathrm{Tr}(W\rho)=\mathrm{Tr}(\rho W).$$

The rewriting steps in the proof are these equalities. When $W_A$ and $W_B$ are Hermitian, so is $W_A\otimes1+1\otimes W_B$, and the later theorems then concern the ordinary expectation values of the opening formula.

## The fragment minimum is attained

```lean
/-- Every entry of a density matrix has modulus at most one. -/
theorem norm_entry_le_one {ρ : Matrix m m ℂ} (h : IsDensity ρ) (i j : m) : ‖ρ i j‖ ≤ 1 := by
  have hd : ∀ i, 0 ≤ (ρ i i).re := fun i => (Complex.nonneg_iff.mp h.1.diag_nonneg).1
  have him : ∀ i, (ρ i i).im = 0 := fun i => (Complex.nonneg_iff.mp h.1.diag_nonneg).2.symm
  have hs : ∑ i, (ρ i i).re = 1 := by
    have := congrArg Complex.re h.2
    simpa [Matrix.trace] using this
  have hle : ∀ i, (ρ i i).re ≤ 1 := fun i =>
    (Finset.single_le_sum (f := fun i => (ρ i i).re) (fun i _ => hd i)
      (Finset.mem_univ i)).trans_eq hs
  -- the principal minor of the levels i and j is nonnegative
  have hdet : 0 ≤ ρ i i * ρ j j - ρ i j * ρ j i := by
    have hminor := (h.1.submatrix ![i, j]).det_nonneg
    rw [Matrix.det_fin_two] at hminor
    exact hminor
  rw [← h.1.1.apply j i] at hdet
  have h1 := (Complex.nonneg_iff.mp hdet).1
  simp only [Complex.sub_re, Complex.mul_re, him, Complex.star_def, Complex.conj_re,
    Complex.conj_im] at h1
  have h2 := mul_le_one₀ (hle i) (hd j) (hle j)
  have h3 : ‖ρ i j‖ ^ 2 = (ρ i j).re * (ρ i j).re + (ρ i j).im * (ρ i j).im := by
    rw [Complex.sq_norm, Complex.normSq_apply]
  nlinarith [norm_nonneg (ρ i j)]
```

The diagonal entries of a density matrix are nonnegative and sum to one, so each is at most one. The principal minor of levels $i$ and $j$ is nonnegative, and $\rho_{ji}=\overline{\rho_{ij}}$. Hence

$$|\rho_{ij}|^2\le \rho_{ii}\,\rho_{jj}\le 1.$$

In the code `hle` is the diagonal bound and `hdet` the minor. The final `nlinarith` passes from the bound on the square to the bound on the modulus.

```lean
/-- The density matrices that meet a real-linear constraint form a compact set. -/
theorem isCompact_feasible (L : Matrix m m ℂ →ₗ[ℝ] V) (x : V) : IsCompact (feasible L x) := by
  have hbox : IsCompact {ρ : m → m → ℂ | ∀ i j, ‖ρ i j‖ ≤ 1} := by
    have e : {ρ : m → m → ℂ | ∀ i j, ‖ρ i j‖ ≤ 1} =
        Set.univ.pi fun _ => Set.univ.pi fun _ => Metric.closedBall (0 : ℂ) 1 := by
      ext ρ
      simp [Set.mem_pi]
    rw [e]
    exact isCompact_univ_pi fun _ => isCompact_univ_pi fun _ => isCompact_closedBall _ _
  have hq : ∀ v : m → ℂ, Continuous fun ρ : Matrix m m ℂ => star v ⬝ᵥ (ρ *ᵥ v) := by
    intro v
    simp only [dotProduct]
    exact continuous_finsetSum _ fun i _ => continuous_const.mul
      ((continuous_apply i).comp (Continuous.matrix_mulVec continuous_id continuous_const))
  have hclosed : IsClosed (feasible L x) := by
    simp only [feasible, IsDensity, Matrix.posSemidef_iff_dotProduct_mulVec,
      Complex.nonneg_iff, Set.ofPred_and, Set.ofPred_forall]
    refine ((IsClosed.inter ?_ ?_).inter ?_).inter ?_
    · exact isClosed_eq continuous_id.matrix_conjTranspose continuous_id
    · exact isClosed_iInter fun v =>
        (isClosed_le continuous_const (Complex.continuous_re.comp (hq v))).inter
          (isClosed_eq continuous_const (Complex.continuous_im.comp (hq v)))
    · exact isClosed_eq continuous_id.matrix_trace continuous_const
    · exact isClosed_eq L.continuous_of_finiteDimensional continuous_const
  exact IsCompact.of_isClosed_subset (X := Matrix m m ℂ) hbox hclosed
    fun ρ hρ i j => norm_entry_le_one hρ.1 i j
```

Compactness combines boundedness with closedness. By the previous theorem, every feasible matrix lies in a product of closed unit discs, one for each entry, and `hbox` says that this product is compact. For `hclosed`, the feasible set is described by conditions that survive limits:

- $\rho^\dagger=\rho$;
- $v^\dagger\rho v$ is real and nonnegative for every vector $v$;
- $\mathrm{Tr}\,\rho=1$;
- $L\rho=x$, where $L$ is continuous because the matrix space is finite-dimensional.

A closed subset of a compact set is compact.

```lean
/-- For a feasible constraint value the ensemble search attains its minimum. -/
theorem search_isLeast (L : Matrix m m ℂ →ₗ[ℝ] V) (W : Matrix m m ℂ) {x : V}
    (hx : (feasible L x).Nonempty) : IsLeast (energy W '' feasible L x) (search L W x) := by
  have hc : Continuous (energy W) :=
    Complex.continuous_re.comp (continuous_id.matrix_mul continuous_const).matrix_trace
  exact ((isCompact_feasible L x).image hc).isLeast_sInf (hx.image _)
```

`IsLeast S a` says that $a$ belongs to the set $S$ and is a lower bound of it. The energy is continuous in $\rho$, so it attains its minimum on a nonempty compact set. The infimum in `search` is therefore the energy of an actual state. The hypothesis `hx` says that at least one density matrix meets the constraint.

## Passing between fragment states and joint states

```lean
/-- Both reduced matrices of a bipartite density matrix are density matrices. -/
theorem reduced_isDensity {ρ : Matrix (m × n) (m × n) ℂ} (h : IsDensity ρ) :
    IsDensity (redA ρ) ∧ IsDensity (redB ρ) := by
  have ht := h.2
  simp only [Matrix.trace, Matrix.diag_apply, Fintype.sum_prod_type] at ht
  refine ⟨⟨Matrix.posSemidef_sum _ fun k _ => h.1.submatrix _, ?_⟩,
    ⟨Matrix.posSemidef_sum _ fun i _ => h.1.submatrix _, ?_⟩⟩
  · simpa only [redA, Matrix.trace, Matrix.diag_apply, Matrix.sum_apply,
      Matrix.submatrix_apply] using ht
  · rw [Finset.sum_comm] at ht
    simpa only [redB, Matrix.trace, Matrix.diag_apply, Matrix.sum_apply,
      Matrix.submatrix_apply] using ht
```

Reduction sends density matrices to density matrices. Each term in a partial trace is a principal submatrix of $\rho$, hence positive semidefinite, and sums preserve this property. The trace is unchanged:

$$\mathrm{Tr}\,\rho_A=\sum_i\sum_k\rho_{(i,k),(i,k)}=\mathrm{Tr}\,\rho=1.$$

For B the same double sum is taken in the other order, which is the step `Finset.sum_comm`.

```lean
/-- The tensor product of two density matrices is a density matrix, and its reduced matrices
are the two factors. -/
theorem product_state {α : Matrix m m ℂ} {β : Matrix n n ℂ} (hα : IsDensity α)
    (hβ : IsDensity β) : IsDensity (α ⊗ₖ β) ∧ redA (α ⊗ₖ β) = α ∧ redB (α ⊗ₖ β) = β := by
  have ha : ∑ i, α i i = 1 := hα.2
  have hb : ∑ k, β k k = 1 := hβ.2
  refine ⟨⟨hα.1.kronecker hβ.1, ?_⟩, ?_, ?_⟩
  · rw [Matrix.trace_kronecker, hα.2, hβ.2, one_mul]
  · ext i j
    simp only [redA, Matrix.sum_apply, Matrix.submatrix_apply, Matrix.kroneckerMap_apply]
    rw [← Finset.mul_sum, hb, mul_one]
  · ext k l
    simp only [redB, Matrix.sum_apply, Matrix.submatrix_apply, Matrix.kroneckerMap_apply]
    rw [← Finset.sum_mul, ha, one_mul]
```

Conversely, two fragment states $\alpha$ and $\beta$ combine into $\alpha\otimes\beta$, written `α ⊗ₖ β`. With $\alpha=P^\dagger P$ and $\beta=Q^\dagger Q$, the product equals $(P\otimes Q)^\dagger(P\otimes Q)$, so it is positive semidefinite. Its trace is $\mathrm{Tr}\,\alpha\,\mathrm{Tr}\,\beta=1$. Its reduction to A is

$$\sum_k\alpha_{ij}\,\beta_{kk}=\alpha_{ij},$$

and its reduction to B is $\beta$ in the same way. The code takes positivity from Mathlib's `kronecker` lemma and computes the reductions entry by entry.

## The energy splits

```lean
variable [DecidableEq m] [DecidableEq n]

/-- The energy operator of two fragments that do not interact, `W_A ⊗ 1 + 1 ⊗ W_B`. -/
def dimerOp (WA : Matrix m m ℂ) (WB : Matrix n n ℂ) : Matrix (m × n) (m × n) ℂ :=
  WA ⊗ₖ (1 : Matrix n n ℂ) + (1 : Matrix m m ℂ) ⊗ₖ WB
```

The joint operator contains one term for each fragment and no coupling between them.

```lean
/-- The energy of any bipartite matrix for `W_A ⊗ 1 + 1 ⊗ W_B` is the sum of the fragment
energies of its reduced matrices. -/
theorem energy_dimer (WA : Matrix m m ℂ) (WB : Matrix n n ℂ) (ρ : Matrix (m × n) (m × n) ℂ) :
    energy (dimerOp WA WB) ρ = energy WA (redA ρ) + energy WB (redB ρ) := by
  have hA : (ρ * (WA ⊗ₖ (1 : Matrix n n ℂ))).trace = (redA ρ * WA).trace := by
    simp only [redA, Matrix.trace, Matrix.diag_apply, Matrix.mul_apply, Fintype.sum_prod_type,
      Matrix.kroneckerMap_apply, Matrix.sum_apply, Matrix.submatrix_apply, Finset.sum_mul]
    refine Finset.sum_congr rfl fun i _ => ?_
    simp [Matrix.one_apply]
  have hB : (ρ * ((1 : Matrix m m ℂ) ⊗ₖ WB)).trace = (redB ρ * WB).trace := by
    simp only [redB, Matrix.trace, Matrix.diag_apply, Matrix.mul_apply, Fintype.sum_prod_type,
      Matrix.kroneckerMap_apply, Matrix.sum_apply, Matrix.submatrix_apply, Finset.sum_mul]
    rw [Finset.sum_comm]
    refine Finset.sum_congr rfl fun k _ => ?_

    refine Finset.sum_congr rfl fun i _ => ?_
    rw [Finset.sum_comm]
    simp [Matrix.one_apply]
  simp only [energy, dimerOp]
  rw [Matrix.mul_add, Matrix.trace_add, hA, hB, Complex.add_re]
```

For the A term, write out the trace:

$$\mathrm{Tr}\,\rho(W_A\otimes1)=\sum_{i,k,j,l}\rho_{(i,k),(j,l)}(W_A)_{ji}\,\delta_{lk}
=\sum_{i,j}(\rho_A)_{ij}(W_A)_{ji}=\mathrm{Tr}(\rho_A W_A).$$

In the B term the identity supplies $\delta_{ji}$ instead, and what remains is $\mathrm{Tr}(\rho_B W_B)$. Adding the two and taking real parts gives

$$E_{W_A\otimes1+1\otimes W_B}(\rho)=E_{W_A}(\rho_A)+E_{W_B}(\rho_B).$$

`hA` and `hB` are the two trace identities, and `Matrix.one_apply` evaluates the Kronecker deltas. Correlation between the fragments is invisible to this energy, which depends on $\rho$ only through its reduced matrices.

## The joint minimum and its minimisers

```lean
/-- Size consistency of the ensemble search: for feasible `x` and `y`, the minimum of the energy
of `W_A ⊗ 1 + 1 ⊗ W_B` over all bipartite density matrices that meet both fragment constraints
is attained and equals the sum of the two fragment minima. -/
theorem size_consistency (LA : Matrix m m ℂ →ₗ[ℝ] V) (LB : Matrix n n ℂ →ₗ[ℝ] V')
    (WA : Matrix m m ℂ) (WB : Matrix n n ℂ) {x : V} {y : V'}
    (hx : (feasible LA x).Nonempty) (hy : (feasible LB y).Nonempty) :
    IsLeast (energy (dimerOp WA WB) '' dimerFeasible LA LB x y)
      (search LA WA x + search LB WB y) := by
  have hA := search_isLeast LA WA hx
  have hB := search_isLeast LB WB hy
  constructor
  · -- the product of two fragment minimisers attains the sum
    obtain ⟨α, hα, eα⟩ := hA.1
    obtain ⟨β, hβ, eβ⟩ := hB.1
    obtain ⟨hd, ra, rb⟩ := product_state hα.1 hβ.1
    refine ⟨α ⊗ₖ β, ⟨hd, ?_, ?_⟩, ?_⟩
    · rw [ra, hα.2]
    · rw [rb, hβ.2]
    · rw [energy_dimer, ra, rb, eα, eβ]
  · -- the reduced matrices of any competitor are fragment competitors
    rintro _ ⟨ρ, ⟨hd, ha, hb⟩, rfl⟩
    rw [energy_dimer]
    exact add_le_add (hA.2 ⟨_, ⟨(reduced_isDensity hd).1, ha⟩, rfl⟩)
      (hB.2 ⟨_, ⟨(reduced_isDensity hd).2, hb⟩, rfl⟩)
```

The statement says that $F_A(x)+F_B(y)$ is the least energy among the joint competitors. `IsLeast` asks for two things, and `constructor` separates them.

First, the sum is reached. Choose fragment minimisers $\alpha$ and $\beta$. Their product is a density matrix that meets both constraints, because its reductions are $\alpha$ and $\beta$, and its energy is

$$E_{W_A}(\alpha)+E_{W_B}(\beta)=F_A(x)+F_B(y).$$

Second, no joint competitor lies lower. If $\rho$ is one, then $\rho_A$ and $\rho_B$ are density matrices that meet the fragment constraints, so

$$E_{W_A}(\rho_A)+E_{W_B}(\rho_B)\ge F_A(x)+F_B(y).$$

The left side is the energy of $\rho$. In the code `add_le_add` adds the two fragment inequalities.

```lean
/-- A bipartite density matrix that meets both constraints has the minimal energy exactly when
each of its reduced matrices has the minimal energy of its fragment. -/
theorem minimiser_iff (LA : Matrix m m ℂ →ₗ[ℝ] V) (LB : Matrix n n ℂ →ₗ[ℝ] V')
    (WA : Matrix m m ℂ) (WB : Matrix n n ℂ) {x : V} {y : V'}
    {ρ : Matrix (m × n) (m × n) ℂ} (hρ : ρ ∈ dimerFeasible LA LB x y) :
    IsLeast (energy (dimerOp WA WB) '' dimerFeasible LA LB x y) (energy (dimerOp WA WB) ρ) ↔
      energy WA (redA ρ) = search LA WA x ∧ energy WB (redB ρ) = search LB WB y := by
  have fa : redA ρ ∈ feasible LA x := ⟨(reduced_isDensity hρ.1).1, hρ.2.1⟩
  have fb : redB ρ ∈ feasible LB y := ⟨(reduced_isDensity hρ.1).2, hρ.2.2⟩
  have la := (search_isLeast LA WA ⟨_, fa⟩).2 ⟨_, fa, rfl⟩
  have lb := (search_isLeast LB WB ⟨_, fb⟩).2 ⟨_, fb, rfl⟩
  have hmin := size_consistency LA LB WA WB ⟨_, fa⟩ ⟨_, fb⟩
  constructor
  · intro h
    have e := h.unique hmin
    rw [energy_dimer] at e
    constructor <;> linarith
  · rintro ⟨ea, eb⟩
    rw [energy_dimer, ea, eb]
    exact hmin

end

end EnsembleSearchSizeConsistency
```

A joint competitor $\rho$ is a minimiser exactly when $E_{W_A}(\rho_A)=F_A(x)$ and $E_{W_B}(\rho_B)=F_B(y)$. Feasibility of $x$ and $y$ needs no separate hypothesis, since $\rho_A$ and $\rho_B$ themselves demonstrate it.

By hand, put $a=E_{W_A}(\rho_A)-F_A(x)$ and $b=E_{W_B}(\rho_B)-F_B(y)$. Both are nonnegative; these are the inequalities `la` and `lb`. If $\rho$ is a minimiser, its energy equals the least value found above, so $a+b=0$ and both vanish. `h.unique hmin` supplies that equality, and `linarith` finishes the argument. Conversely, if $a=b=0$, the energy of $\rho$ is the sum of the fragment minima, which is the joint minimum.

A minimiser need not be a product state. If $W_A=W_B=0$, for example, every joint competitor is a minimiser, including any entangled one.

```lean
#print axioms EnsembleSearchSizeConsistency.energy_eq_trace
#print axioms EnsembleSearchSizeConsistency.size_consistency
#print axioms EnsembleSearchSizeConsistency.minimiser_iff
```

```
'EnsembleSearchSizeConsistency.energy_eq_trace' depends on axioms: [propext, Classical.choice, Quot.sound]
'EnsembleSearchSizeConsistency.size_consistency' depends on axioms: [propext, Classical.choice, Quot.sound]
'EnsembleSearchSizeConsistency.minimiser_iff' depends on axioms: [propext, Classical.choice, Quot.sound]
```
